# Energy conservation in non-self-consistent Car–Parrinello dynamics with a position-dependent overlap

Consider a non-self-consistent model of Car–Parrinello dynamics, in which the Hamiltonian does not depend on the orbitals and the overlap matrix $S(R)$ moves with the nuclei, as it does for ultrasoft pseudopotentials. It should conserve

$$E=\mu\sum_i\|\dot\psi_i\|^2+\sum_a\tfrac12 M_a\dot R_a^2+\sum_i\langle\psi_i,H(R)\psi_i\rangle .$$

Here the $\psi_i$ are real orbitals with fictitious mass $\mu$, the $R_a$ are nuclear coordinates with masses $M_a$, and $H(R)$ and $S(R)$ are symmetric and differentiable. With $\partial_a=\partial/\partial R_a$ and symmetric multipliers $\Lambda_{ij}(t)$, the equations of motion are

$$\mu\ddot\psi_i=-H\psi_i+\sum_j\Lambda_{ij}S\psi_j,$$

$$M_a\ddot R_a=-\sum_i\langle\psi_i,(\partial_aH)\psi_i\rangle+\sum_{ij}\Lambda_{ij}\langle\psi_i,(\partial_aS)\psi_j\rangle,$$

and $\langle\psi_i,S\psi_j\rangle=\delta_{ij}$ holds at all times. I know the argument that the constraint forces do no work, but here the constraint itself depends on $R$. Can the conservation law be derived in full and checked by machine?

## The energy changes only when an overlap changes

Yes: $E$ is constant under exactly these assumptions, for any finite orthonormal basis that does not move with the nuclei and any finite numbers of orbitals and nuclear coordinates. For a symmetric matrix function $A(R)$, the product and chain rules give

$$\frac{d}{dt}\langle\psi_i,A\psi_j\rangle=\langle\dot\psi_i,A\psi_j\rangle+\langle\psi_i,A\dot\psi_j\rangle+\sum_a\dot R_a\langle\psi_i,(\partial_aA)\psi_j\rangle .$$

Taking the inner product of the orbital equation with $\dot\psi_i$ gives the rate of the fictitious kinetic energy:

$$2\mu\sum_i\langle\dot\psi_i,\ddot\psi_i\rangle=-2\sum_i\langle\dot\psi_i,H\psi_i\rangle+2\sum_{ij}\Lambda_{ij}\langle\dot\psi_i,S\psi_j\rangle .$$

Multiplying the nuclear equation by $\dot R_a$ and summing gives the rate of the nuclear kinetic energy:

$$\sum_a M_a\dot R_a\ddot R_a=-\sum_{ia}\dot R_a\langle\psi_i,(\partial_aH)\psi_i\rangle+\sum_{ija}\Lambda_{ij}\dot R_a\langle\psi_i,(\partial_aS)\psi_j\rangle .$$

Since $H$ is symmetric, the last term of $E$ changes at the rate

$$2\sum_i\langle\dot\psi_i,H\psi_i\rangle+\sum_{ia}\dot R_a\langle\psi_i,(\partial_aH)\psi_i\rangle .$$

In the sum of the three rates, every term with $H$ cancels. Since $\Lambda$ and $S$ are symmetric, exchanging $i$ and $j$ shows that

$$\sum_{ij}\Lambda_{ij}\langle\dot\psi_i,S\psi_j\rangle=\sum_{ij}\Lambda_{ij}\langle\psi_i,S\dot\psi_j\rangle .$$

One of the two copies of the left side can therefore be replaced by the right side, and what remains is

$$\frac{dE}{dt}=\sum_{ij}\Lambda_{ij}\frac{d}{dt}\langle\psi_i,S\psi_j\rangle .$$

This balance does not use orthonormality. If the overlaps stay equal to $\delta_{ij}$, their rates vanish and $E$ is constant.

Along a given trajectory, the constraint also determines the multipliers. Projecting the equation for $\psi_i$ on $\psi_j$ reduces the sum over $S$ matrix elements to $\Lambda_{ij}$, so

$$\Lambda_{ij}=\langle\psi_j,H\psi_i\rangle+\mu\langle\psi_j,\ddot\psi_i\rangle .$$

The accelerations on the right depend on the multipliers themselves, so this is an identity along the trajectory and not an explicit formula for computing them.

The following Lean file proves the balance, the conservation law and the multiplier formula.

```lean
import Mathlib

open Matrix

namespace UltrasoftCarParrinello

noncomputable section

/-- The real matrix element `⟨x, A y⟩` in a finite basis. -/
def braket {n : Type*} [Fintype n] (x : n → ℝ) (A : Matrix n n ℝ) (y : n → ℝ) : ℝ :=
  ∑ k, ∑ l, x k * A k l * y l

/-- `dA a` is the partial derivative of the matrix function `A` along the nuclear
coordinate `a`, and `A` is differentiable at every nuclear configuration. -/
def HasGradient {n κ : Type*} [Fintype κ] (A : (κ → ℝ) → Matrix n n ℝ)
    (dA : κ → (κ → ℝ) → Matrix n n ℝ) : Prop :=
  ∀ X k l, HasFDerivAt (fun Y => A Y k l)
    (∑ a, dA a X k l • (ContinuousLinearMap.proj a : (κ → ℝ) →L[ℝ] ℝ)) X

/-- Fictitious orbital mass `μ`, nuclear masses `M`, and symmetric Hamiltonian `H` and
overlap `S` depending differentiably on the nuclear coordinates. -/
structure System (n κ : Type*) [Fintype κ] where
  μ : ℝ
  M : κ → ℝ
  H : (κ → ℝ) → Matrix n n ℝ
  S : (κ → ℝ) → Matrix n n ℝ
  dH : κ → (κ → ℝ) → Matrix n n ℝ
  dS : κ → (κ → ℝ) → Matrix n n ℝ
  H_grad : HasGradient H dH
  S_grad : HasGradient S dS
  H_symm : ∀ X, (H X).IsSymm
  S_symm : ∀ X, (S X).IsSymm

/-- Real orbitals `ψ` and nuclear coordinates `R` as functions of time, with their
velocities (`d`) and accelerations (`dd`). -/
structure Motion (ι n κ : Type*) where
  ψ : ℝ → ι → n → ℝ
  ψd : ℝ → ι → n → ℝ
  ψdd : ℝ → ι → n → ℝ
  R : ℝ → κ → ℝ
  Rd : ℝ → κ → ℝ
  Rdd : ℝ → κ → ℝ
  hψ : ∀ t i k, HasDerivAt (fun s => ψ s i k) (ψd t i k) t
  hψd : ∀ t i k, HasDerivAt (fun s => ψd s i k) (ψdd t i k) t
  hR : ∀ t a, HasDerivAt (fun s => R s a) (Rd t a) t
  hRd : ∀ t a, HasDerivAt (fun s => Rd s a) (Rdd t a) t

variable {ι n κ : Type*} [Fintype ι] [Fintype n] [Fintype κ]

/-- The coupled equations of motion of orbitals and nuclei with multipliers `Λ`. -/
structure Solves (P : System n κ) (m : Motion ι n κ) (Λ : ℝ → Matrix ι ι ℝ) : Prop where
  orbital : ∀ t i k, P.μ * m.ψdd t i k =
    -(P.H (m.R t) *ᵥ m.ψ t i) k + ∑ j, Λ t i j * (P.S (m.R t) *ᵥ m.ψ t j) k
  nuclear : ∀ t a, P.M a * m.Rdd t a =
    -(∑ i, braket (m.ψ t i) (P.dH a (m.R t)) (m.ψ t i)) +
      ∑ i, ∑ j, Λ t i j * braket (m.ψ t i) (P.dS a (m.R t)) (m.ψ t j)

/-- Fictitious kinetic energy of the orbitals, plus kinetic energy of the nuclei, plus
the sum of the orbital expectation values of `H`. -/
def energy (P : System n κ) (m : Motion ι n κ) (t : ℝ) : ℝ :=
  P.μ * (∑ i, ∑ k, m.ψd t i k ^ 2) + (∑ a, P.M a * m.Rd t a ^ 2 / 2) +
    ∑ i, braket (m.ψ t i) (P.H (m.R t)) (m.ψ t i)

/-- The orbital and nuclear velocity contributions to the rate of `⟨ψ_i, A(R) ψ_j⟩`. -/
def elementRate (m : Motion ι n κ) (A : (κ → ℝ) → Matrix n n ℝ)
    (dA : κ → (κ → ℝ) → Matrix n n ℝ) (t : ℝ) (i j : ι) : ℝ :=
  braket (m.ψd t i) (A (m.R t)) (m.ψ t j) + braket (m.ψ t i) (A (m.R t)) (m.ψd t j) +
    ∑ a, m.Rd t a * braket (m.ψ t i) (dA a (m.R t)) (m.ψ t j)

/-- A symmetric matrix has symmetric real matrix elements. -/
theorem braket_symm {A : Matrix n n ℝ} (hA : A.IsSymm) (x y : n → ℝ) :
    braket x A y = braket y A x := by
  unfold braket
  rw [Finset.sum_comm]
  refine Finset.sum_congr rfl fun l _ => Finset.sum_congr rfl fun k _ => ?_
  rw [hA.apply l k]
  ring

omit [Fintype ι] in
/-- The matrix element `⟨ψ_i, A(R) ψ_j⟩` changes in time through both orbitals and
through the nuclear coordinates. -/
theorem hasDerivAt_braket (m : Motion ι n κ) {A : (κ → ℝ) → Matrix n n ℝ}
    {dA : κ → (κ → ℝ) → Matrix n n ℝ} (hA : HasGradient A dA) (t : ℝ) (i j : ι) :
    HasDerivAt (fun s => braket (m.ψ s i) (A (m.R s)) (m.ψ s j))
      (elementRate m A dA t i j) t := by
  have hR : HasDerivAt m.R (m.Rd t) t := hasDerivAt_pi.2 (m.hR t)
  -- chain rule for the matrix entries
  have hAt : ∀ k l, HasDerivAt (fun s => A (m.R s) k l)
      (∑ a, m.Rd t a * dA a (m.R t) k l) t := by
    intro k l
    have h : HasDerivAt (fun s => A (m.R s) k l) _ t :=
      (hA (m.R t) k l).comp_hasDerivAt t hR
    refine h.congr_deriv ?_
    simp [_root_.sum_apply, mul_comm]
  have swap : ∑ a, m.Rd t a * (∑ k, ∑ l, m.ψ t i k * dA a (m.R t) k l * m.ψ t j l) =
      ∑ k, ∑ l, m.ψ t i k * (∑ a, m.Rd t a * dA a (m.R t) k l) * m.ψ t j l := by
    simp only [Finset.mul_sum, Finset.sum_mul]
    rw [Finset.sum_comm]
    refine Finset.sum_congr rfl fun k _ => ?_
    rw [Finset.sum_comm]
    exact Finset.sum_congr rfl fun l _ => Finset.sum_congr rfl fun a _ => by ring
  unfold braket
  refine (HasDerivAt.fun_sum fun k _ => HasDerivAt.fun_sum fun l _ =>
    ((m.hψ t i k).fun_mul (hAt k l)).fun_mul (m.hψ t j l)).congr_deriv ?_
  simp only [elementRate, braket]
  rw [swap]
  simp only [← Finset.sum_add_distrib]
  exact Finset.sum_congr rfl fun k _ => Finset.sum_congr rfl fun l _ => by ring

/-- The orbital equation of motion projected on an arbitrary vector `x`. -/
theorem orbital_projected {P : System n κ} {m : Motion ι n κ} {Λ : ℝ → Matrix ι ι ℝ}
    (h : Solves P m Λ) (t : ℝ) (i : ι) (x : n → ℝ) :
    P.μ * ∑ k, x k * m.ψdd t i k = -braket x (P.H (m.R t)) (m.ψ t i) +
      ∑ j, Λ t i j * braket x (P.S (m.R t)) (m.ψ t j) := by
  have hb : ∀ (A : Matrix n n ℝ) (y : n → ℝ), braket x A y = ∑ k, x k * (A *ᵥ y) k := by
    intro A y
    simp only [braket, Matrix.mulVec, dotProduct, Finset.mul_sum, mul_assoc]
  have hs : ∑ j, Λ t i j * (∑ k, x k * (P.S (m.R t) *ᵥ m.ψ t j) k) =
      ∑ k, x k * ∑ j, Λ t i j * (P.S (m.R t) *ᵥ m.ψ t j) k := by
    simp only [Finset.mul_sum]
    rw [Finset.sum_comm]
    exact Finset.sum_congr rfl fun k _ => Finset.sum_congr rfl fun j _ => by ring
  simp only [hb]
  rw [hs, Finset.mul_sum, ← Finset.sum_neg_distrib, ← Finset.sum_add_distrib]
  refine Finset.sum_congr rfl fun k _ => ?_
  linear_combination x k * h.orbital t i k

/-- For symmetric multipliers the energy changes at the rate
`∑ Λ_ij d⟨ψ_i, S ψ_j⟩/dt`, whether or not the orbitals are orthonormal. -/
theorem energy_balance {P : System n κ} {m : Motion ι n κ} {Λ : ℝ → Matrix ι ι ℝ}
    (h : Solves P m Λ) (hΛ : ∀ t, (Λ t).IsSymm) (t : ℝ) :
    HasDerivAt (fun s => energy P m s)
      (∑ i, ∑ j, Λ t i j * elementRate m P.S P.dS t i j) t := by
  have sq : ∀ {f : ℝ → ℝ} {f' : ℝ}, HasDerivAt f f' t →
      HasDerivAt (fun s => f s ^ 2) (2 * f t * f') t := by
    intro f f' hf
    simpa using hf.fun_pow 2
  have h1 : HasDerivAt (fun s => P.μ * ∑ i, ∑ k, m.ψd s i k ^ 2)
      (P.μ * ∑ i, ∑ k, 2 * m.ψd t i k * m.ψdd t i k) t :=
    HasDerivAt.const_mul _ (HasDerivAt.fun_sum fun i _ =>
      HasDerivAt.fun_sum fun k _ => sq (m.hψd t i k))
  have h2 : HasDerivAt (fun s => ∑ a, P.M a * m.Rd s a ^ 2 / 2)
      (∑ a, m.Rd t a * (P.M a * m.Rdd t a)) t :=
    HasDerivAt.fun_sum fun a _ =>
      (((sq (m.hRd t a)).const_mul (P.M a)).div_const 2).congr_deriv (by ring)
  have h3 : HasDerivAt (fun s => ∑ i, braket (m.ψ s i) (P.H (m.R s)) (m.ψ s i))
      (∑ i, elementRate m P.H P.dH t i i) t :=
    HasDerivAt.fun_sum fun i _ => hasDerivAt_braket m P.H_grad t i i
  -- power delivered to the orbitals
  have e1 : P.μ * ∑ i, ∑ k, 2 * m.ψd t i k * m.ψdd t i k =
      -2 * (∑ i, braket (m.ψd t i) (P.H (m.R t)) (m.ψ t i)) +
      2 * ∑ i, ∑ j, Λ t i j * braket (m.ψd t i) (P.S (m.R t)) (m.ψ t j) := by
    have e : P.μ * ∑ i, ∑ k, 2 * m.ψd t i k * m.ψdd t i k =
        2 * ∑ i, (P.μ * ∑ k, m.ψd t i k * m.ψdd t i k) := by
      simp only [Finset.mul_sum]
      exact Finset.sum_congr rfl fun i _ => Finset.sum_congr rfl fun k _ => by ring
    rw [e, Finset.sum_congr rfl fun i _ => orbital_projected h t i (m.ψd t i),
      Finset.sum_add_distrib, Finset.sum_neg_distrib]
    ring
  -- power delivered to the nuclei
  have e2 : ∑ a, m.Rd t a * (P.M a * m.Rdd t a) =
      -(∑ i, ∑ a, m.Rd t a * braket (m.ψ t i) (P.dH a (m.R t)) (m.ψ t i)) +
      ∑ i, ∑ j, Λ t i j *
        ∑ a, m.Rd t a * braket (m.ψ t i) (P.dS a (m.R t)) (m.ψ t j) := by
    simp only [h.nuclear, mul_add, mul_neg, Finset.mul_sum, Finset.sum_add_distrib,
      Finset.sum_neg_distrib]
    congr 1
    · rw [Finset.sum_comm]
    · rw [Finset.sum_comm]
      refine Finset.sum_congr rfl fun i _ => ?_
      rw [Finset.sum_comm]
      exact Finset.sum_congr rfl fun j _ => Finset.sum_congr rfl fun a _ => by ring
  -- symmetry of the multipliers and of the overlap
  have e3 : ∑ i, ∑ j, Λ t i j * braket (m.ψ t i) (P.S (m.R t)) (m.ψd t j) =
      ∑ i, ∑ j, Λ t i j * braket (m.ψd t i) (P.S (m.R t)) (m.ψ t j) := by
    rw [Finset.sum_comm]
    refine Finset.sum_congr rfl fun j _ => Finset.sum_congr rfl fun i _ => ?_
    rw [braket_symm (P.S_symm _) (m.ψ t i) (m.ψd t j), (hΛ t).apply j i]
  have e4 : ∑ i, braket (m.ψ t i) (P.H (m.R t)) (m.ψd t i) =
      ∑ i, braket (m.ψd t i) (P.H (m.R t)) (m.ψ t i) :=
    Finset.sum_congr rfl fun i _ => braket_symm (P.H_symm _) _ _
  simp only [energy]
  refine ((h1.fun_add h2).fun_add h3).congr_deriv ?_
  simp only [elementRate, mul_add, Finset.sum_add_distrib]
  linear_combination e1 + e2 + e4 - e3

/-- A solution of the equations of motion with symmetric multipliers and `S`-orthonormal orbitals at
all times has the same total energy at any two times. -/
theorem energy_conserved [DecidableEq ι] {P : System n κ} {m : Motion ι n κ}
    {Λ : ℝ → Matrix ι ι ℝ} (h : Solves P m Λ) (hΛ : ∀ t, (Λ t).IsSymm)
    (hS : ∀ t i j, braket (m.ψ t i) (P.S (m.R t)) (m.ψ t j) = if i = j then 1 else 0)
    (t₁ t₂ : ℝ) : energy P m t₁ = energy P m t₂ := by
  -- the constraint freezes every overlap
  have hr : ∀ t i j, elementRate m P.S P.dS t i j = 0 := by
    intro t i j
    have h1 := hasDerivAt_braket m P.S_grad t i j
    simp only [hS] at h1
    exact h1.unique (hasDerivAt_const t _)
  have hE : ∀ t, HasDerivAt (fun s => energy P m s) 0 t := fun t =>
    (energy_balance h hΛ t).congr_deriv (by simp [hr])
  exact is_const_of_deriv_eq_zero (fun t => (hE t).differentiableAt)
    (fun t => (hE t).deriv) t₁ t₂

/-- For `S`-orthonormal orbitals the multipliers are fixed by the Hamiltonian matrix
elements and the orbital accelerations. -/
theorem multiplier_eq [DecidableEq ι] {P : System n κ} {m : Motion ι n κ}
    {Λ : ℝ → Matrix ι ι ℝ} (h : Solves P m Λ) (t : ℝ)
    (hS : ∀ i j, braket (m.ψ t i) (P.S (m.R t)) (m.ψ t j) = if i = j then 1 else 0)
    (i j : ι) : Λ t i j = braket (m.ψ t j) (P.H (m.R t)) (m.ψ t i) +
      P.μ * ∑ k, m.ψ t j k * m.ψdd t i k := by
  have h1 := orbital_projected h t i (m.ψ t j)
  simp only [hS, mul_ite, mul_one, mul_zero, Finset.sum_ite_eq, Finset.mem_univ,
    if_true] at h1
  linarith

/-- The one-by-one matrix function `exp(-2R) - c` has gradient `-2 exp(-2R)`. -/
theorem hasGradient_exp (c : ℝ) : HasGradient (n := Fin 1) (κ := Fin 1)
    (fun X => Matrix.of fun _ _ => Real.exp (-2 * X 0) - c)
    (fun _ X => Matrix.of fun _ _ => -2 * Real.exp (-2 * X 0)) := by
  intro X k l
  have h0 : HasFDerivAt (fun Y : Fin 1 → ℝ => Y 0)
      (ContinuousLinearMap.proj 0 : (Fin 1 → ℝ) →L[ℝ] ℝ) X :=
    (ContinuousLinearMap.proj 0 : (Fin 1 → ℝ) →L[ℝ] ℝ).hasFDerivAt
  refine HasFDerivAt.congr_fderiv (((h0.const_mul (-2)).exp).sub_const c) ?_
  refine ContinuousLinearMap.ext fun v => ?_
  simp
  ring

/-- One basis function and one nucleus, with unit masses, `S = exp(-2R)` and
`H = exp(-2R) - 1`. -/
def modelSystem : System (Fin 1) (Fin 1) where
  μ := 1
  M := fun _ => 1
  H := fun X => Matrix.of fun _ _ => Real.exp (-2 * X 0) - 1
  S := fun X => Matrix.of fun _ _ => Real.exp (-2 * X 0)
  dH := fun _ X => Matrix.of fun _ _ => -2 * Real.exp (-2 * X 0)
  dS := fun _ X => Matrix.of fun _ _ => -2 * Real.exp (-2 * X 0)
  H_grad := hasGradient_exp 1
  S_grad := by simpa only [sub_zero] using hasGradient_exp 0
  H_symm := fun _ => Matrix.IsSymm.ext fun _ _ => rfl
  S_symm := fun _ => Matrix.IsSymm.ext fun _ _ => rfl

/-- The nucleus moves as `R = t` and the single orbital amplitude as `exp t`. -/
def modelMotion : Motion (Fin 1) (Fin 1) (Fin 1) where
  ψ := fun t _ _ => Real.exp t
  ψd := fun t _ _ => Real.exp t
  ψdd := fun t _ _ => Real.exp t
  R := fun t _ => t
  Rd := fun _ _ => 1
  Rdd := fun _ _ => 0
  hψ := fun t _ _ => Real.hasDerivAt_exp t
  hψd := fun t _ _ => Real.hasDerivAt_exp t
  hR := fun t _ => hasDerivAt_id' t
  hRd := fun t _ => hasDerivAt_const t 1

/-- The model motion solves the equations of motion with the constant multiplier `1`,
which is symmetric, and its orbital stays `S`-normalized. -/
theorem energy_conserved_witness :
    Solves modelSystem modelMotion (fun _ => Matrix.of fun _ _ => 1) ∧
    (Matrix.of fun _ _ => 1 : Matrix (Fin 1) (Fin 1) ℝ).IsSymm ∧
    ∀ t i j, braket (modelMotion.ψ t i) (modelSystem.S (modelMotion.R t))
      (modelMotion.ψ t j) = if i = j then 1 else 0 := by
  refine ⟨⟨fun t i k => ?_, fun t a => ?_⟩, Matrix.IsSymm.ext fun _ _ => rfl,
    fun t i j => ?_⟩
  · simp [modelSystem, modelMotion, Matrix.mulVec, dotProduct]
    ring
  · simp [modelSystem, modelMotion, braket]
  · have h : Real.exp t * Real.exp (-2 * t) * Real.exp t = 1 := by
      rw [← Real.exp_add, ← Real.exp_add, show t + -2 * t + t = 0 by ring, Real.exp_zero]
    rw [if_pos (Subsingleton.elim i j)]
    simpa [modelSystem, modelMotion, braket] using h

end

end UltrasoftCarParrinello
```

```lean
#print axioms UltrasoftCarParrinello.energy_conserved
-- 'UltrasoftCarParrinello.energy_conserved' depends on axioms: [propext, Classical.choice, Quot.sound]
#print axioms UltrasoftCarParrinello.multiplier_eq
-- 'UltrasoftCarParrinello.multiplier_eq' depends on axioms: [propext, Classical.choice, Quot.sound]
```

## How the Lean objects represent the dynamics

The finite types `ι`, `n` and `κ` label orbitals, basis functions and nuclear coordinates. `braket x A y` is $\sum_{kl}x_kA_{kl}y_l$. The fictitious kinetic energy uses the plain sum of squared coefficient velocities, which suits an orthonormal basis that does not move with the nuclei.

`System` collects the masses, `H`, `S` and their derivatives. `HasGradient` ensures that `dH` and `dS` are the true partial derivatives and that the matrix functions are differentiable at every nuclear configuration. `Motion` contains the trajectories with their velocities and accelerations at all real times, and `Solves` states the two equations of motion.

`energy_conserved` says that `energy P m t₁ = energy P m t₂` for any two times. Besides `Solves`, it has two hypotheses:

- `hΛ` makes the multipliers symmetric. Physically, the constraints for $(i,j)$ and $(j,i)$ are the same condition, so they share one multiplier.
- `hS` imposes $S$-orthonormality at every time, not only at the start.

No sign is required of the masses, and `S` need not be positive definite.

The Hamiltonian depends on the nuclei alone. Self-consistent density dependence and a separate ion–ion energy are absent, as are thermostats and time-step errors. The existence of a constrained trajectory is assumed. In this continuous-time model with symmetric multipliers, $E$ can change only while an overlap changes. In a simulation the finite time step is a further source of error, so a drift in $E$ does not by itself show that the constraints are violated.

## From matrix-element rates to a constant energy

`hasDerivAt_braket` proves the product and chain rule for a matrix element, whose rate is named `elementRate`. `orbital_projected` takes the inner product of the orbital equation with an arbitrary vector `x`. It is used with $\dot\psi_i$ for the energy and with $\psi_j$ for the multipliers.

In `energy_balance`, `h1`, `h2` and `h3` differentiate the three parts of the energy. The equations of motion enter through `e1` for the orbitals and `e2` for the nuclei. The exchange of $i$ and $j$ is `e3`, and `e4` uses the symmetry of $H$; both rest on `braket_symm`. The final `linear_combination` carries out the cancellation.

In `energy_conserved`, each overlap is a constant function of time by `hS`. Uniqueness of the derivative then makes its `elementRate` zero, so the energy has zero derivative everywhere and `is_const_of_deriv_eq_zero` gives equality at the two times. `multiplier_eq` proves the formula for $\Lambda_{ij}$ and needs orthonormality only at the time considered.

`energy_conserved_witness` shows that the assumptions are satisfied by a moving example. It has one orbital $\psi=e^t$, one nucleus at $R=t$, unit masses, $S=e^{-2R}$, $H=e^{-2R}-1$ and $\Lambda=1$. It is a mathematical test case and not a model of a real atom: for a normalized orbital the expectation value of $H$ is $1-e^{2R}$, which has no lower bound. Direct substitution gives

$$E=e^{2t}+\tfrac12+(1-e^{2t})=\tfrac32,$$

so the growing fictitious kinetic energy is balanced by the falling expectation value of $H$.
